# A three-level Hamiltonian whose only truncated coupled-cluster energy lies below its whole spectrum

Someone used to variational methods may take the lower of two energies as the better one. For a coupled-cluster energy this reading can fail badly: the number may lie below the exact ground state, and a large error then looks like a large correlation energy. In the model below the equations never have more than one solution, so the failure can't be blamed on choosing the wrong root.

The model has three configurations and a cluster operator truncated to one amplitude. Within that restriction it bears on single-reference coupled-cluster calculations in electronic structure when an excited configuration comes close in energy to the reference.

```lean
import Mathlib

open Matrix

namespace CoupledClusterCollapse

noncomputable section
```

## Three configurations and one amplitude

Let $e_0$ be the reference, $e_1$ an excited configuration and $e_2$ a more highly excited one, all orthonormal. The Hamiltonian is

$$H(d)=\begin{pmatrix}0&1&0\\1&d&1\\0&1&1\end{pmatrix}.$$

The real number $d$ is the gap between $e_1$ and the reference. The unit couplings set the energy scale. The zero on the diagonal puts the reference energy at 0, and the two corner zeros say that $e_0$ and $e_2$ don't couple directly.

```lean
/-- Three-level Hamiltonian with unit couplings between neighbouring levels; the reference
has energy `0`, the first excited configuration `d`, the second `1`. -/
def hamiltonian (d : ℝ) : Matrix (Fin 3) (Fin 3) ℝ :=
  !![0, 1, 0; 1, d, 1; 0, 1, 1]
```

The excitation operator $S$ acts by $Se_0=e_1$, $Se_1=2e_2$, $Se_2=0$. Textbooks usually write the cluster operator as $T$; here $T=tS$ with a real amplitude $t$. The factor 2 fixes the weight with which a repeated excitation reaches $e_2$. It is part of the model and isn't derived from orbitals. With the couplings chosen here, the cancellation that later leaves a single solution depends on this factor.

```lean
/-- The excitation operator: it sends `e0` to `e1`, `e1` to `2 e2`, and `e2` to zero. -/
def excitation : Matrix (Fin 3) (Fin 3) ℝ :=
  !![0, 0, 0; 1, 0, 0; 0, 2, 0]
```

The coupled-cluster state is $e^{tS}e_0$. In Lean, `IsNilpotent.exp` is the exponential series of a nilpotent element, which is a finite sum, and `*ᵥ` applies a matrix to a vector.

```lean
/-- The coupled-cluster state: the exponential of `t` times the excitation operator,
applied to the reference `e0`. -/
def ccState (t : ℝ) : Fin 3 → ℝ :=
  IsNilpotent.exp (t • excitation) *ᵥ ![1, 0, 0]
```

The energy $E$ and the amplitude $t$ are fixed by projecting the Schrödinger equation on $e_0$ and $e_1$:

$$(He^{tS}e_0)_i=E\,(e^{tS}e_0)_i,\qquad i=0,1.$$

Nothing is required of the component along $e_2$, since $T$ has no independent amplitude for it. With such an amplitude and the third projected equation, every solution would be an exact eigenstate. `IsCCSolution H t E` states these two equations for any real $3\times3$ matrix $H$.

```lean
/-- The coupled-cluster equations for amplitude `t` and energy `E`: the Schrödinger equation
for the coupled-cluster state, projected on `e0` and `e1`. -/
def IsCCSolution (H : Matrix (Fin 3) (Fin 3) ℝ) (t E : ℝ) : Prop :=
  (H *ᵥ ccState t) 0 = E * ccState t 0 ∧ (H *ᵥ ccState t) 1 = E * ccState t 1
```

## The state and its equations

Since $S^2e_0=2e_2$ and $S^3=0$, the series stops after the square:

$$e^{tS}=1+tS+\tfrac12t^2S^2=\begin{pmatrix}1&0&0\\t&1&0\\t^2&2t&1\end{pmatrix}.$$

The proof computes the square and the cube entry by entry, then sums the three surviving terms.

```lean
/-- The exponential of the excitation operator with amplitude `t`, in closed form. -/
theorem exp_excitation (t : ℝ) :
    IsNilpotent.exp (t • excitation) = !![1, 0, 0; t, 1, 0; t ^ 2, 2 * t, 1] := by
  have hS : t • excitation = !![0, 0, 0; t, 0, 0; 0, 2 * t, 0] := by
    ext i j
    fin_cases i <;> fin_cases j <;> simp [excitation]
    ring
  have h2 : (t • excitation) ^ 2 = !![0, 0, 0; 0, 0, 0; 2 * t ^ 2, 0, 0] := by
    rw [hS, pow_two]
    ext i j
    fin_cases i <;> fin_cases j <;> simp [Matrix.mul_apply, Fin.sum_univ_three]
    ring
  -- three excitations leave the space, so the series stops after the square
  have h3 : (t • excitation) ^ 3 = 0 := by
    rw [pow_succ, h2, hS]
    ext i j
    fin_cases i <;> fin_cases j <;> simp [Matrix.mul_apply, Fin.sum_univ_three]
  rw [IsNilpotent.exp_eq_sum h3]
  simp only [Finset.sum_range_succ, Finset.sum_range_zero, pow_zero, pow_one]
  rw [h2, hS]
  ext i j
  fin_cases i <;> fin_cases j <;> simp [Nat.factorial, Rat.smul_def]
```

The first column is the state, $(1,t,t^2)$. It has reference coefficient 1 and is normalised only at $t=0$; after normalisation the reference weight is $1/(1+t^2+t^4)$.

```lean
/-- The coupled-cluster state has components `1`, `t` and `t ^ 2`. -/
theorem ccState_eq (t : ℝ) : ccState t = ![1, t, t ^ 2] := by
  rw [ccState, exp_excitation]
  ext i
  fin_cases i <;> simp [Matrix.mulVec, dotProduct, Fin.sum_univ_three]
```

Coupled-cluster theory is often written with the transformed Hamiltonian $\bar H=e^{-tS}He^{tS}$. Put $r=H(1,t,t^2)^{\mathsf T}$. The first two rows of $e^{-tS}$ are $(1,0,0)$ and $(-t,1,0)$, so

$$\bar H_{00}=r_0,\qquad \bar H_{10}=r_1-t\,r_0.$$

Hence $r_0=E$ and $r_1=Et$ hold exactly when $\bar H_{00}=E$ and $\bar H_{10}=0$. In the proof, `h0` and `h1` are the two displayed identities, and the `linear_combination` steps pass between the two pairs of equations.

```lean
/-- For any Hamiltonian matrix, the projected equations are equivalent to those of the
similarity-transformed Hamiltonian: its reference expectation value is `E`, and its element
between `e1` and the reference vanishes. -/
theorem isCCSolution_iff_similarity (H : Matrix (Fin 3) (Fin 3) ℝ) (t E : ℝ) :
    IsCCSolution H t E ↔
      (IsNilpotent.exp ((-t) • excitation) * H * IsNilpotent.exp (t • excitation)) 0 0 = E ∧
      (IsNilpotent.exp ((-t) • excitation) * H * IsNilpotent.exp (t • excitation)) 1 0 = 0 := by
  have h0 : (IsNilpotent.exp ((-t) • excitation) * H *
      IsNilpotent.exp (t • excitation)) 0 0 = (H *ᵥ ![1, t, t ^ 2]) 0 := by
    rw [exp_excitation, exp_excitation]
    simp only [Matrix.mul_apply, Matrix.mulVec, dotProduct, Fin.sum_univ_three]
    simp
  have h1 : (IsNilpotent.exp ((-t) • excitation) * H *
      IsNilpotent.exp (t • excitation)) 1 0 =
        (H *ᵥ ![1, t, t ^ 2]) 1 - t * (H *ᵥ ![1, t, t ^ 2]) 0 := by
    rw [exp_excitation, exp_excitation]
    simp only [Matrix.mul_apply, Matrix.mulVec, dotProduct, Fin.sum_univ_three]
    simp
    ring
  rw [h0, h1, IsCCSolution, ccState_eq]
  change (H *ᵥ ![1, t, t ^ 2]) 0 = E * 1 ∧ (H *ᵥ ![1, t, t ^ 2]) 1 = E * t ↔ _
  constructor
  · rintro ⟨p, q⟩
    exact ⟨by linear_combination p, by linear_combination q - t * p⟩
  · rintro ⟨p, q⟩
    exact ⟨by linear_combination p, by linear_combination q + t * p⟩
```

For $H(d)$ the first two components of $r$ are $t$ and $1+dt+t^2$. The equations become

$$t=E,\qquad 1+dt+t^2=Et.$$

```lean
/-- For the three-level Hamiltonian the coupled-cluster equations are an energy equation
`t = E` and an amplitude equation quadratic in `t`. -/
theorem isCCSolution_iff_equations (d t E : ℝ) :
    IsCCSolution (hamiltonian d) t E ↔ t = E ∧ 1 + d * t + t ^ 2 = E * t := by
  have h0 : (hamiltonian d *ᵥ ![1, t, t ^ 2]) 0 = t := by
    simp [hamiltonian, Matrix.mulVec, dotProduct, Fin.sum_univ_three]
  have h1 : (hamiltonian d *ᵥ ![1, t, t ^ 2]) 1 = 1 + d * t + t ^ 2 := by
    simp [hamiltonian, Matrix.mulVec, dotProduct, Fin.sum_univ_three]
  rw [IsCCSolution, ccState_eq, h0, h1]
  change t = E * 1 ∧ 1 + d * t + t ^ 2 = E * t ↔ _
  rw [mul_one]
```

## One solution, or none

Inserting $E=t$ in the second equation gives $1+dt+t^2=t^2$. The quadratic terms cancel, leaving $dt=-1$. For $d\neq0$ this means

$$t=E=-\frac1d,$$

and these values satisfy both equations.

```lean
/-- If `d` is nonzero, the coupled-cluster equations have exactly one solution, with
amplitude and energy both equal to `-1 / d`. -/
theorem isCCSolution_iff {d : ℝ} (hd : d ≠ 0) (t E : ℝ) :
    IsCCSolution (hamiltonian d) t E ↔ t = -1 / d ∧ E = -1 / d := by
  rw [isCCSolution_iff_equations]
  constructor
  · rintro ⟨h0, h⟩
    -- the quadratic terms cancel and a linear equation for the amplitude remains
    have ht : t = -1 / d := by
      rw [eq_div_iff hd]
      linear_combination h + (-t) * h0
    exact ⟨ht, h0.symm.trans ht⟩
  · rintro ⟨ht, hE⟩
    have h0 : t = E := ht.trans hE.symm
    have hdt : d * t = -1 := by
      rw [ht]
      field_simp
    exact ⟨h0, by linear_combination hdt + t * h0⟩
```

For $d=0$, where $e_1$ is degenerate with the reference, the same cancellation leaves $1=0$, so there is no real solution.

```lean
/-- When the first excited configuration is degenerate with the reference (`d = 0`), the
coupled-cluster equations have no real solution. -/
theorem no_ccSolution_of_degenerate (t E : ℝ) : ¬ IsCCSolution (hamiltonian 0) t E := by
  rw [isCCSolution_iff_equations]
  rintro ⟨h0, h⟩
  have : (1 : ℝ) = 0 := by linear_combination h - t * h0
  exact one_ne_zero this
```

## A floor under the spectrum

For a real vector $x$, completing squares gives

$$x\cdot Hx+\tfrac32\,x\cdot x=\tfrac32\left(x_0+\tfrac23x_1\right)^2+\left(d+\tfrac{13}{30}\right)x_1^2+\tfrac52\left(x_2+\tfrac25x_1\right)^2 .$$

If $d\ge0$, no term is negative. If the sum vanished, then $x_1=0$, and so $x_0=x_2=0$. Thus for $x\neq0$ the normalised expectation value $x\cdot Hx/x\cdot x$ exceeds $-3/2$. Lean states this without the division. Its proof establishes the identity as `hq` and argues by contradiction, showing that each square is zero.

```lean
/-- For `d ≥ 0` and every nonzero real vector `x`, the quadratic form `x ⬝ᵥ H x` of the Hamiltonian
exceeds `-3/2` times `x ⬝ᵥ x`. -/
theorem energy_lower_bound {d : ℝ} (hd : 0 ≤ d) {x : Fin 3 → ℝ} (hx : x ≠ 0) :
    -3 / 2 * (x ⬝ᵥ x) < x ⬝ᵥ (hamiltonian d *ᵥ x) := by
  -- complete the squares in the shifted quadratic form
  have hq : x ⬝ᵥ (hamiltonian d *ᵥ x) + 3 / 2 * (x ⬝ᵥ x) =
      3 / 2 * (x 0 + 2 / 3 * x 1) ^ 2 + 13 / 30 * x 1 ^ 2 + d * x 1 ^ 2
        + 5 / 2 * (x 2 + 2 / 5 * x 1) ^ 2 := by
    simp only [hamiltonian, Matrix.mulVec, dotProduct, Fin.sum_univ_three]
    simp
    ring
  by_contra hle
  have hle' := not_lt.mp hle
  have s0 := sq_nonneg (x 0 + 2 / 3 * x 1)
  have s1 := sq_nonneg (x 1)
  have s2 := sq_nonneg (x 2 + 2 / 5 * x 1)
  have sd := mul_nonneg hd s1
  have h1 : x 1 = 0 := pow_eq_zero_iff two_ne_zero |>.mp (le_antisymm (by linarith) s1)
  have h0 : x 0 + 2 / 3 * x 1 = 0 :=
    pow_eq_zero_iff two_ne_zero |>.mp (le_antisymm (by linarith) s0)
  have h2 : x 2 + 2 / 5 * x 1 = 0 :=
    pow_eq_zero_iff two_ne_zero |>.mp (le_antisymm (by linarith) s2)
  have e0 : x 0 = 0 := by linarith
  have e2 : x 2 = 0 := by linarith
  apply hx
  funext i
  fin_cases i
  exacts [e0, h1, e2]
```

If $Hx=\mu x$ with $x\ne0$, then $x\cdot Hx=\mu\,x\cdot x$, and therefore $\mu>-3/2$. Real $\mu$ and $x$ suffice because $H(d)$ is real and symmetric.

```lean
/-- For `d ≥ 0` every eigenvalue of the Hamiltonian exceeds `-3/2`. -/
theorem eigenvalue_lower_bound {d μ : ℝ} (hd : 0 ≤ d) {x : Fin 3 → ℝ} (hx : x ≠ 0)
    (h : hamiltonian d *ᵥ x = μ • x) : -3 / 2 < μ := by
  have hb := energy_lower_bound hd hx
  rw [h, dotProduct_smul, smul_eq_mul] at hb
  exact lt_of_mul_lt_mul_right hb (Finset.sum_nonneg fun i _ => mul_self_nonneg (x i))
```

## How far below

For $d>0$, combining $E=-1/d$ with $\mu>-3/2$ gives

$$\mu-E>\frac1d-\frac32$$

for every eigenvalue $\mu$. The right-hand side is positive when $d<2/3$, which is enough to put the coupled-cluster energy below the whole spectrum. It isn't necessary. By hand, the leading principal minors of $H(d)-E\,I$, with $I$ the identity matrix, are $1/d$, $1/d^2$ and $(1+d-d^2)/d^3$. They are all positive, and the energy lies below every eigenvalue, exactly when $0<d<(1+\sqrt5)/2\approx1.62$.

```lean
/-- For `d > 0` the coupled-cluster energy `E` satisfies `μ - E > 1 / d - 3 / 2` for every
eigenvalue `μ` of the Hamiltonian. -/
theorem cc_energy_error {d t E μ : ℝ} (hd : 0 < d) (hcc : IsCCSolution (hamiltonian d) t E)
    {x : Fin 3 → ℝ} (hx : x ≠ 0) (h : hamiltonian d *ᵥ x = μ • x) :
    1 / d - 3 / 2 < μ - E := by
  have hE := ((isCCSolution_iff hd.ne' t E).mp hcc).2
  have hμ := eigenvalue_lower_bound hd.le hx h
  rw [neg_div] at hE
  linarith
```

At $d=1/2$ the unique solution is $t=E=-2$, while every eigenvalue exceeds $-3/2$. Direct calculation gives the eigenvalues $-1$, $1/2$ and $2$, so the energy is too low by 1. The coupled-cluster state $(1,-2,4)$ has a normalised reference weight of $1/21$, against $4/9$ in the exact ground state. The theorem combines the solution formula with the spectral bound.

```lean
/-- At `d = 1/2` the unique coupled-cluster solution is `t = -2`, `E = -2`, although every
eigenvalue of the Hamiltonian exceeds `-3/2`. -/
theorem cc_below_spectrum :
    (∀ t E : ℝ, IsCCSolution (hamiltonian (1 / 2)) t E ↔ t = -2 ∧ E = -2) ∧
    ∀ (μ : ℝ) (x : Fin 3 → ℝ), x ≠ 0 → hamiltonian (1 / 2) *ᵥ x = μ • x → -3 / 2 < μ := by
  refine ⟨fun t E => ?_, fun μ x hx h => eigenvalue_lower_bound (by norm_num) hx h⟩
  have hv : (-1 : ℝ) / (1 / 2) = -2 := by norm_num
  rw [isCCSolution_iff (by norm_num), hv]
```

The error has no upper limit over the family. Given a real $M$, take $d=1/(|M|+2)>0$. Then

$$\mu-E>|M|+2-\tfrac32=|M|+\tfrac12>M .$$

The spectrum stays above $-3/2$ throughout, while the coupled-cluster energy falls without limit as $d$ decreases to zero. This divergence relies on the exact cancellation of the quadratic terms, and so on the factor 2 in $S$. With any other fixed factor a quadratic equation for $t$ remains, and as $d$ goes to zero its real solutions stay bounded or cease to exist.

```lean
/-- For every bound `M` there is a `d > 0` at which the coupled-cluster equations have a
solution whose energy lies more than `M` below every eigenvalue. -/
theorem cc_error_unbounded (M : ℝ) :
    ∃ d : ℝ, 0 < d ∧ ∃ t E : ℝ, IsCCSolution (hamiltonian d) t E ∧
      ∀ (μ : ℝ) (x : Fin 3 → ℝ), x ≠ 0 → hamiltonian d *ᵥ x = μ • x → M < μ - E := by
  have hd : 0 < 1 / (|M| + 2) := by positivity
  have hcc := (isCCSolution_iff hd.ne' _ _).mpr ⟨rfl, rfl⟩
  refine ⟨1 / (|M| + 2), hd, _, _, hcc, fun μ x hx h => ?_⟩
  have he := cc_energy_error hd hcc hx h
  rw [one_div_one_div] at he
  linarith [le_abs_self M]

end

end CoupledClusterCollapse
```

```lean
#print axioms CoupledClusterCollapse.isCCSolution_iff_similarity
#print axioms CoupledClusterCollapse.no_ccSolution_of_degenerate
#print axioms CoupledClusterCollapse.cc_below_spectrum
#print axioms CoupledClusterCollapse.cc_error_unbounded
```

```
'CoupledClusterCollapse.isCCSolution_iff_similarity' depends on axioms: [propext, Classical.choice, Quot.sound]
'CoupledClusterCollapse.no_ccSolution_of_degenerate' depends on axioms: [propext, Classical.choice, Quot.sound]
'CoupledClusterCollapse.cc_below_spectrum' depends on axioms: [propext, Classical.choice, Quot.sound]
'CoupledClusterCollapse.cc_error_unbounded' depends on axioms: [propext, Classical.choice, Quot.sound]
```

## Moving the highest level

Replace the last diagonal entry of $H(d)$ by any real $c$. The two projected equations use only the first two rows, so for $d\neq0$ their unique solution is still $t=E=-1/d$. If $c\ge1$ and $d\ge0$, the quadratic form gains $(c-1)x_2^2\ge0$, and the floor at $-3/2$ remains. Raising the energy of $e_2$ therefore doesn't repair the result. This variant is argued here in prose and has not been formalised.

This matrix isn't a molecular Hamiltonian: a molecular calculation usually has many coupled amplitudes, and its Hamiltonian elements come from integrals. The model shows that projected equations of this form can collapse, but doesn't say whether this happens in any particular molecule.
